# Continuously differentiable even functions in both components of a one-dimensional Dirac problem on $[-a,a]$ have zero kinetic coupling

Take the single function $x^2$ for both components of a one-dimensional Dirac problem on $[-a,a]$: the kinetic coupling is $\int_{-a}^{a} x^2\cdot 2x\,dx = 0$, because the integrand is odd. If the second component uses the derivative $2x$ instead, the coupling is $\int_{-a}^{a} 2x\cdot 2x\,dx = 8a^3/3$.

```lean
import Mathlib

open Matrix

namespace KineticBalanceCounterexample

noncomputable section

/-- The kinetic coupling `∫ g f'` on `[-a, a]` between a function `g` of one component
and a function `f` of the other. -/
def kineticCoupling (a : ℝ) (g f : ℝ → ℝ) : ℝ :=
  ∫ x in (-a)..a, g x * deriv f x

/-- The matrix of the momentum operator `p = -i d/dx` between two sets of real functions. -/
def momentumMatrix {ι κ : Type*} (a : ℝ) (φ : ι → ℝ → ℝ) (χ : κ → ℝ → ℝ) :
    Matrix ι κ ℂ :=
  Matrix.of fun i j => -Complex.I * (kineticCoupling a (φ i) (χ j) : ℂ)

/-- The matrix of multiplication by a real function `W` in a set of real functions. -/
def localMatrix {ι : Type*} (a : ℝ) (W : ℝ → ℝ) (φ : ι → ℝ → ℝ) : Matrix ι ι ℂ :=
  Matrix.of fun i j => ((∫ x in (-a)..a, φ i x * W x * φ j x : ℝ) : ℂ)

/-- The matrix of the one-dimensional Dirac Hamiltonian `c σ_x p + m c² σ_z + V`, with the
large component expanded in `φ` and the small component in `χ`. -/
def diracMatrix {ι κ : Type*} (a c m : ℝ) (V : C(ℝ, ℝ)) (φ : ι → ℝ → ℝ)
    (χ : κ → ℝ → ℝ) : Matrix (ι ⊕ κ) (ι ⊕ κ) ℂ :=
  Matrix.fromBlocks
    (localMatrix a (fun x => V x + m * c ^ 2) φ) ((c : ℂ) • momentumMatrix a φ χ)
    ((c : ℂ) • momentumMatrix a χ φ) (localMatrix a (fun x => V x - m * c ^ 2) χ)

/-- The derivative of an even function is odd. -/
theorem deriv_neg_of_even {f : ℝ → ℝ} (hf : Function.Even f) (x : ℝ) :
    deriv f (-x) = -deriv f x := by
  have h := deriv_comp_neg f x
  have e : (fun y => f (-y)) = f := funext hf
  rw [e] at h
  linarith

/-- For even `f` and `g`, with `f` continuously differentiable and `g` continuous, the
function `g f'` is integrable on `[-a, a]` and the kinetic coupling vanishes. -/
theorem kineticCoupling_even_even (a : ℝ) {f g : ℝ → ℝ} (hf : ContDiff ℝ 1 f)
    (hg : Continuous g) (hfe : Function.Even f) (hge : Function.Even g) :
    IntervalIntegrable (fun x => g x * deriv f x) MeasureTheory.volume (-a) a ∧
      kineticCoupling a g f = 0 := by
  refine ⟨(hg.mul (hf.continuous_deriv le_rfl)).intervalIntegrable _ _, ?_⟩
  -- the integrand is odd
  have odd : ∀ x, g (-x) * deriv f (-x) = -(g x * deriv f x) := by
    intro x
    rw [hge x, deriv_neg_of_even hfe x]
    ring
  -- reflection maps the integral to its own negative
  have h := intervalIntegral.integral_comp_neg (a := -a) (b := a)
    (fun x => g x * deriv f x)
  simp only [odd, neg_neg, intervalIntegral.integral_neg] at h
  unfold kineticCoupling
  linarith

/-- An even, continuously differentiable function `f` couples only to the odd part of a continuous
function `g`. -/
theorem kineticCoupling_eq_odd_part (a : ℝ) {f g : ℝ → ℝ} (hf : ContDiff ℝ 1 f)
    (hg : Continuous g) (hfe : Function.Even f) :
    kineticCoupling a g f = kineticCoupling a (fun x => (g x - g (-x)) / 2) f := by
  have hgn : Continuous fun x => g (-x) := hg.comp continuous_neg
  have heven : Function.Even fun x => (g x + g (-x)) / 2 := by
    intro x
    show (g (-x) + g (- -x)) / 2 = (g x + g (-x)) / 2
    rw [neg_neg, add_comm]
  obtain ⟨h2, h0⟩ :=
    kineticCoupling_even_even a hf ((hg.add hgn).div_const 2) hfe heven
  have h1 : IntervalIntegrable (fun x => (g x - g (-x)) / 2 * deriv f x)
      MeasureTheory.volume (-a) a :=
    (((hg.sub hgn).div_const 2).mul (hf.continuous_deriv le_rfl)).intervalIntegrable _ _
  -- split `g` into its odd and even parts
  have h2' : IntervalIntegrable (fun x => (g x + g (-x)) / 2 * deriv f x)
      MeasureTheory.volume (-a) a := h2
  have h0' : (∫ x in (-a)..a, (g x + g (-x)) / 2 * deriv f x) = 0 := h0
  have hsum : (∫ x in (-a)..a, ((g x - g (-x)) / 2 * deriv f x +
        (g x + g (-x)) / 2 * deriv f x)) =
      (∫ x in (-a)..a, (g x - g (-x)) / 2 * deriv f x) +
        ∫ x in (-a)..a, (g x + g (-x)) / 2 * deriv f x :=
    intervalIntegral.integral_add h1 h2'
  have e : (∫ x in (-a)..a, g x * deriv f x) =
      ∫ x in (-a)..a, ((g x - g (-x)) / 2 * deriv f x +
        (g x + g (-x)) / 2 * deriv f x) := by
    congr 1
    funext x
    ring
  show (∫ x in (-a)..a, g x * deriv f x) =
    ∫ x in (-a)..a, (g x - g (-x)) / 2 * deriv f x
  rw [e, hsum, h0', add_zero]

/-- The momentum matrix between two sets of even, continuously differentiable functions
is zero. -/
theorem momentumMatrix_even {ι κ : Type*} (a : ℝ) {φ : ι → ℝ → ℝ} {χ : κ → ℝ → ℝ}
    (hφ : ∀ i, ContDiff ℝ 1 (φ i)) (hχ : ∀ j, ContDiff ℝ 1 (χ j))
    (hφe : ∀ i, Function.Even (φ i)) (hχe : ∀ j, Function.Even (χ j)) :
    momentumMatrix a φ χ = 0 := by
  ext i j
  have h := (kineticCoupling_even_even a (hχ j) (hφ i).continuous (hχe j) (hφe i)).2
  simp [momentumMatrix, h]

/-- If both components are expanded in the same even, continuously differentiable functions,
the Dirac matrix is block diagonal: the large and small components are not coupled. -/
theorem diracMatrix_equal_even_bases {ι : Type*} (a c m : ℝ) (V : C(ℝ, ℝ))
    {φ : ι → ℝ → ℝ} (hφ : ∀ i, ContDiff ℝ 1 (φ i)) (hφe : ∀ i, Function.Even (φ i)) :
    diracMatrix a c m V φ φ =
      Matrix.fromBlocks (localMatrix a (fun x => V x + m * c ^ 2) φ) 0
        0 (localMatrix a (fun x => V x - m * c ^ 2) φ) := by
  unfold diracMatrix
  rw [momentumMatrix_even a hφ hφ hφe hφe]
  simp only [smul_zero]

/-- If both components are expanded in the same finite set of even, continuously differentiable
functions, the secular determinant of the Dirac problem, overlap included, is the product of a
large-component and a small-component determinant without momentum terms. -/
theorem secular_det_equal_even_bases {ι : Type*} [Fintype ι] [DecidableEq ι]
    (a c m : ℝ) (V : C(ℝ, ℝ)) (E : ℂ) {φ : ι → ℝ → ℝ}
    (hφ : ∀ i, ContDiff ℝ 1 (φ i)) (hφe : ∀ i, Function.Even (φ i)) :
    (diracMatrix a c m V φ φ - E • Matrix.fromBlocks (localMatrix a (fun _ => 1) φ) 0
        0 (localMatrix a (fun _ => 1) φ)).det =
      (localMatrix a (fun x => V x + m * c ^ 2) φ - E • localMatrix a (fun _ => 1) φ).det *
      (localMatrix a (fun x => V x - m * c ^ 2) φ - E • localMatrix a (fun _ => 1) φ).det := by
  rw [diracMatrix_equal_even_bases a c m V hφ hφe, ← Matrix.det_fromBlocks_zero₂₁ _ 0 _]
  congr 1
  ext (i | i) (j | j) <;> simp

/-- For `a > 0` and a continuously differentiable `f`, the coupling to the kinetically balanced
partner `g = f'` is strictly positive, provided `f'` is nonzero somewhere on the interval. -/
theorem kineticCoupling_balanced_pos {a : ℝ} (ha : 0 < a) {f : ℝ → ℝ}
    (hf : ContDiff ℝ 1 f) (hne : ∃ x ∈ Set.Icc (-a) a, deriv f x ≠ 0) :
    0 < kineticCoupling a (deriv f) f := by
  have hc := hf.continuous_deriv le_rfl
  obtain ⟨x, hx, hfx⟩ := hne
  exact intervalIntegral.integral_pos (by linarith) (hc.mul hc).continuousOn
    (fun y _ => mul_self_nonneg _) ⟨x, hx, mul_self_pos.mpr hfx⟩

/-- For `f = x²` the coupling to `x²` itself is zero, while the coupling to the kinetically
balanced partner `f'` is `8 a³ / 3`. -/
theorem kineticCoupling_square (a : ℝ) :
    kineticCoupling a (fun x => x ^ 2) (fun x => x ^ 2) = 0 ∧
      kineticCoupling a (deriv fun x : ℝ => x ^ 2) (fun x => x ^ 2) = 8 * a ^ 3 / 3 := by
  have hs : ContDiff ℝ 1 (fun x : ℝ => x ^ 2) := contDiff_id.pow 2
  have he : Function.Even (fun x : ℝ => x ^ 2) := fun x => neg_sq x
  refine ⟨(kineticCoupling_even_even a hs hs.continuous he he).2, ?_⟩
  have hd : (deriv fun x : ℝ => x ^ 2) = fun x => 2 * x := by
    funext x
    simp
  have e : (∫ x in (-a)..a, 2 * x * (2 * x)) = ∫ x in (-a)..a, 4 * x ^ 2 := by
    congr 1
    funext x
    ring
  simp only [kineticCoupling, hd]
  rw [e, intervalIntegral.integral_const_mul, integral_pow]
  push_cast
  ring

end

end KineticBalanceCounterexample
```

```lean
#print axioms KineticBalanceCounterexample.diracMatrix_equal_even_bases
-- 'KineticBalanceCounterexample.diracMatrix_equal_even_bases' depends on axioms: [propext, Classical.choice, Quot.sound]
#print axioms KineticBalanceCounterexample.secular_det_equal_even_bases
-- 'KineticBalanceCounterexample.secular_det_equal_even_bases' depends on axioms: [propext, Classical.choice, Quot.sound]
#print axioms KineticBalanceCounterexample.kineticCoupling_balanced_pos
-- 'KineticBalanceCounterexample.kineticCoupling_balanced_pos' depends on axioms: [propext, Classical.choice, Quot.sound]
#print axioms KineticBalanceCounterexample.kineticCoupling_square
-- 'KineticBalanceCounterexample.kineticCoupling_square' depends on axioms: [propext, Classical.choice, Quot.sound]
```

## The Dirac matrix and its kinetic blocks

The Hamiltonian is
$$H = c\,\sigma_x p + mc^2\sigma_z + V(x), \qquad p = -i\,\frac{d}{dx},$$
with $\hbar = 1$, speed of light $c$, mass $m$ and a real potential $V$. It acts on a two-component function with a large component $\psi_L$ and a small component $\psi_S$. The matrix $\sigma_z$ gives them the rest energies $+mc^2$ and $-mc^2$, and $\sigma_x$ couples them through $cp$. All kinetic energy therefore enters through the off-diagonal blocks.

Expand $\psi_L$ in real functions $\varphi_i$ and $\psi_S$ in real functions $\chi_j$. Define the kinetic coupling of $g$ and $f$ as
$$K_a(g,f) = \int_{-a}^{a} g(x)\,f'(x)\,dx .$$
The upper off-diagonal block then has the entries $-ic\,K_a(\varphi_i,\chi_j)$, and the lower one has $-ic\,K_a(\chi_j,\varphi_i)$.

The second row of the Dirac equation shows which small-component functions are needed:
$$c\,p\,\psi_L + (V - mc^2 - E)\,\psi_S = 0 .$$
For $E$ close to $mc^2$ and $V$ small compared with $mc^2$, this gives $\psi_S \approx p\,\psi_L/(2mc)$. Up to a constant factor, a large-component function $f$ needs the partner $f'$. This choice is called kinetic balance. The derivative of an even function is odd, so a basis of even functions alone cannot represent it unless it is zero.

## Parity makes the integral vanish

Let $f$ be even and continuously differentiable, and let $g$ be even and continuous. Differentiating $f(-x) = f(x)$ gives $-f'(-x) = f'(x)$, so $f'$ is odd. The integrand $h = g f'$ then satisfies
$$h(-x) = g(-x)\,f'(-x) = -g(x)\,f'(x) = -h(x).$$
It is continuous, hence integrable on the interval. The substitution $x = -y$ gives
$$K_a(g,f) = \int_{-a}^{a} h(x)\,dx = \int_{-a}^{a} h(-y)\,dy = -K_a(g,f),$$
and so $K_a(g,f) = 0$. The two functions need not be equal, and $g$ need not be differentiable.

For a continuous $g$ without definite parity, write
$$g(x) = \frac{g(x)-g(-x)}{2} + \frac{g(x)+g(-x)}{2}.$$
The second term is even and contributes nothing. Only the odd part of $g$ couples to an even $f$.

With $g = f'$ the integrand is $f'(x)^2 \ge 0$. If $f'$ is nonzero at some point of $[-a,a]$ and $a>0$, continuity makes the integrand positive on a piece of the interval with nonzero length, so the coupling is strictly positive. For $f = x^2$ it is
$$\int_{-a}^{a} 4x^2\,dx = \frac{4}{3}\bigl(a^3-(-a)^3\bigr) = \frac{8a^3}{3}.$$
These functions are not normalised. Their squared norms are $\int x^4\,dx = 2a^5/5$ and $\int 4x^2\,dx = 8a^3/3$, so for $a>0$ the coupling between the normalised functions is $\sqrt{20/3}\,/a$.

## The secular determinant without kinetic energy

Now use the same even functions $\varphi_i$ for both components. Write $S_{ij} = \int\varphi_i\varphi_j\,dx$ for the overlap and $V_{ij} = \int\varphi_i V\varphi_j\,dx$ for the potential, with both integrals over $[-a,a]$. Every momentum entry is zero, and the generalised eigenvalue problem has the determinant
$$\det\begin{pmatrix} V + mc^2S - ES & 0\\ 0 & V - mc^2S - ES\end{pmatrix}
= \det(V + mc^2S - ES)\,\det(V - mc^2S - ES).$$
Neither factor contains a derivative. For $V=0$ and $n$ functions that are linearly independent on the interval, the roots are $E = mc^2$ and $E = -mc^2$, each $n$ times. However strongly the functions vary in space, the computed energies contain no kinetic part.

The fault lies in the parity of the functions, not in equality of the bases alone. For $a>0$, take the two functions $a^2-x^2$ and $x(a^2-x^2)$, which vanish at $\pm a$, for both components. The coupling of the first to the second is $\int_{-a}^{a} (a^2-x^2)(a^2-3x^2)\,dx = 8a^5/15$, which is not zero.

## How the Lean definitions encode the problem

`kineticCoupling a g f` is $K_a(g,f)$, with the derivative on the last argument. `momentumMatrix a φ χ` has rows labelled by `φ`, columns labelled by `χ`, and the entry $-iK_a(\varphi_i,\chi_j)$. `localMatrix a W φ` contains the integrals $\int\varphi_i W\varphi_j\,dx$. With `W` equal to 1 it is the overlap matrix, and with $V \pm mc^2$ it is a diagonal block of the Hamiltonian.

`diracMatrix` assembles the four blocks. Its index type `ι ⊕ κ` is the disjoint union of the large-component and small-component labels, so the definition allows two different basis sets. The type `C(ℝ, ℝ)` makes the potential continuous. It need not be even.

The central theorem is `kineticCoupling_even_even`. It assumes `ContDiff ℝ 1 f`, meaning that $f$ is continuously differentiable on the whole line, continuity of $g$, and evenness of both. Its conclusion has two parts: $gf'$ is integrable on the interval, and the coupling is zero. The first part matters because Lean assigns the value zero to the integral of a non-integrable function.

`momentumMatrix_even` covers two possibly different sets of even, continuously differentiable functions. The statements about the full Dirac matrix, `diracMatrix_equal_even_bases` and `secular_det_equal_even_bases`, use one set `φ` for both components. The determinant requires a finite set and allows a complex energy `E`. The vanishing results hold for every real $a$, while the positivity theorem `kineticCoupling_balanced_pos` requires $a>0$.

The model describes one particle in one dimension on a finite interval, and no boundary conditions are imposed. Without them the momentum matrix need not be Hermitian, since integration by parts gives
$$K_a(g,f) + K_a(f,g) = g(a)f(a) - g(-a)f(-a)$$
for continuously differentiable $f$ and $g$. For two even functions the right-hand side is zero. For $f = x^2$ and $g = 2x$ it is $4a^3$, so that pair illustrates the coupling but does not define a Hermitian Hamiltonian. Basis functions that vanish at $\pm a$ remove the boundary term.

## How the proof follows the reflection argument

`deriv_neg_of_even` differentiates the evenness relation. Mathlib's `deriv_comp_neg` supplies the chain rule for $x\mapsto f(-x)$, evenness identifies that function with $f$, and `linarith` solves for $f'(-x)$.

In `kineticCoupling_even_even`, integrability comes from continuity of the product $gf'$. The local statement `odd` is $h(-x) = -h(x)$. The substitution $x=-y$ is `intervalIntegral.integral_comp_neg`. After simplification it says that the integral equals its own negative, and `linarith` concludes that it is zero.

`kineticCoupling_eq_odd_part` carries out the splitting of $g$. The integral of the sum is separated by `intervalIntegral.integral_add`, which needs integrability of both terms. The central theorem provides this for the even part, together with the value zero.

The matrix results apply the scalar result entry by entry. `momentumMatrix_even` does so for an arbitrary pair of labels `i` and `j`, and `diracMatrix_equal_even_bases` inserts the resulting zero matrix into both off-diagonal blocks. For the secular determinant, `Matrix.det_fromBlocks_zero₂₁` is used from right to left: it turns the product of two determinants into the determinant of one block matrix. The two matrices are then compared entry by entry.

The positivity theorem uses `intervalIntegral.integral_pos`, which takes a continuous, non-negative integrand and a point where it is positive. Here the integrand is the square of $f'$, and the point comes from the hypothesis `hne`. Finally, `kineticCoupling_square` obtains its zero from the central theorem and its value $8a^3/3$ from the power rule for integrals.

## What a basis-set program would show

A simple program for a one-particle Dirac equation in a finite basis can compute the overlap, potential and momentum blocks and pass them to a generalised eigenvalue solver. In the one-dimensional, one-particle model treated here, equal even bases give a momentum block that is zero up to rounding and quadrature error. The solver can still finish normally, because the overlap matrix may be perfectly well conditioned. Two simple checks reveal the problem: print the norm of the momentum block, or set $V=0$ and see whether all positive energies equal $mc^2$.

One remedy is to generate the small-component functions from the large-component ones by differentiation. For a Gaussian-type function, used on the whole line, where its decay leaves no boundary term,
$$\frac{d}{dx}\,x^n e^{-\alpha x^2} = \bigl(n\,x^{n-1} - 2\alpha\,x^{n+1}\bigr)e^{-\alpha x^2},$$
where $n\ge 0$ is an integer, $\alpha>0$, and the first term is absent for $n=0$. An even function thus receives an odd partner. In three dimensions the operator $\boldsymbol\sigma\cdot\mathbf p$ takes the place of the derivative, and an $s$-type large-component function receives $p$-type partners.

The effect on the kinetic energy can be seen with one function. Let $f$ be nonzero, twice continuously differentiable and zero at $\pm a$, and let $f'$ be its small-component partner. Put $k = \int_{-a}^{a} f'(x)^2\,dx$, which is both the coupling $K_a(f',f)$ and the squared norm of the partner. The two momentum entries are $ik$ and $-ik$, with product $k^2$. Eliminating the small component in the non-relativistic limit gives the kinetic energy
$$\frac{c^2k^2}{2mc^2\,k} = \frac{k}{2m},$$
still to be divided by $\int f^2\,dx$. This is the Schrödinger value for $f$. If $f$ is even and is used as its own partner, the momentum entries are zero and the same elimination gives no kinetic energy at all. This elimination is an informal supplement to the Lean theorems, which concern the couplings and the determinant.
